# BFGS on a positive definite quadratic with exact line searches: conjugate steps and inherited secant equations

Let A be a real symmetric positive definite d × d matrix and b a real vector. The energy is E(x) = ½ x·A x − b·x, and its gradient is g(x) = A x − b. The iterates are x_0, x_1, …, counted from zero, with

g_k = g(x_k),  s_k = x_{k+1} − x_k,  y_k = g_{k+1} − g_k.

The symmetric matrix H_k approximates A⁻¹, and α_k is a real step length.

## The quadratic energy and the BFGS run

```lean
import Mathlib

open Matrix

namespace BFGSQuadraticExactness

noncomputable section

variable {d : ℕ}
```

The dimension `d` is an arbitrary natural number. In what follows, `Fin d → ℝ` is the type of real vectors with d components. The symbol `*ᵥ` applies a matrix to a vector, `⬝ᵥ` is the dot product, and `•` multiplies by a scalar.

```lean
/-- The gradient `A x - b` of a quadratic energy with Hessian `A`. -/
def grad (A : Matrix (Fin d) (Fin d) ℝ) (b x : Fin d → ℝ) : Fin d → ℝ := A *ᵥ x - b
```

This is g(x) = A x − b. The definition accepts any square matrix; symmetry and positivity enter later as hypotheses.

```lean
/-- The displacement `s_k` between successive iterates. -/
def disp (x : ℕ → Fin d → ℝ) (k : ℕ) : Fin d → ℝ := x (k + 1) - x k
```

`disp x k` is s_k. The iterates form a function `x` on the natural numbers, so `x k` is x_k.

```lean
/-- The change of gradient `y_k` between successive iterates. -/
def gradChange (A : Matrix (Fin d) (Fin d) ℝ) (b : Fin d → ℝ) (x : ℕ → Fin d → ℝ)
    (k : ℕ) : Fin d → ℝ := grad A b (x (k + 1)) - grad A b (x k)
```

`gradChange A b x k` is y_k.

```lean
/-- The BFGS update of an approximate inverse Hessian `H` from a displacement `s`
and a gradient change `y`. -/
def inverseBFGS (H : Matrix (Fin d) (Fin d) ℝ) (s y : Fin d → ℝ) :
    Matrix (Fin d) (Fin d) ℝ :=
  (1 - (y ⬝ᵥ s)⁻¹ • vecMulVec s y) * H * (1 - (y ⬝ᵥ s)⁻¹ • vecMulVec y s)
    + (y ⬝ᵥ s)⁻¹ • vecMulVec s s
```

`vecMulVec u v` is the outer product u vᵀ. With ρ = 1/(y·s), the update reads

H′ = (1 − ρ s yᵀ) H (1 − ρ y sᵀ) + ρ s sᵀ.

```lean
/-- The first `m` steps of BFGS minimisation with exact line searches, a symmetric
initial inverse Hessian and nonzero displacements. -/
structure IsBFGSRun (A : Matrix (Fin d) (Fin d) ℝ) (b : Fin d → ℝ)
    (x : ℕ → Fin d → ℝ) (H : ℕ → Matrix (Fin d) (Fin d) ℝ) (α : ℕ → ℝ) (m : ℕ) : Prop where
  symm_zero : (H 0)ᵀ = H 0
  move : ∀ k < m, disp x k = (-α k) • (H k *ᵥ grad A b (x k))
  nonzero : ∀ k < m, disp x k ≠ 0
  lineSearch : ∀ k < m, grad A b (x (k + 1)) ⬝ᵥ disp x k = 0
  update : ∀ k < m, H (k + 1) = inverseBFGS (H k) (disp x k) (gradChange A b x k)
```

`IsBFGSRun` collects the conditions on the first m steps:

- H_0 is symmetric. It need not be positive definite.
- s_k = −α_k H_k g_k for k < m, with no sign imposed on α_k.
- s_k ≠ 0 for k < m.
- g_{k+1}·s_k = 0 for k < m. The slope of the energy along the step vanishes at its end point, which for positive definite A is the minimum along that line.
- H_{k+1} is the BFGS update of H_k for k < m.

The sequences are infinite, but nothing is required of them beyond these steps.

## Algebra of a single update

```lean
/-- On a quadratic energy the gradient change is the Hessian applied to the displacement. -/
theorem gradChange_eq (A : Matrix (Fin d) (Fin d) ℝ) (b : Fin d → ℝ)
    (x : ℕ → Fin d → ℝ) (k : ℕ) : gradChange A b x k = A *ᵥ disp x k := by
  simp only [gradChange, grad, disp, Matrix.mulVec_sub]
  abel
```

The constant b cancels in the difference of gradients:

y_k = (A x_{k+1} − b) − (A x_k − b) = A s_k.

The proof unfolds the definitions, and `abel` does the cancellation.

```lean
private lemma dot_symm {M : Matrix (Fin d) (Fin d) ℝ} (hM : Mᵀ = M) (u v : Fin d → ℝ) :
    u ⬝ᵥ M *ᵥ v = v ⬝ᵥ M *ᵥ u := by
  rw [Matrix.dotProduct_mulVec, ← Matrix.mulVec_transpose, hM, dotProduct_comm]
```

For symmetric M, u·M v = v·M u. This moves A or H_k from one side of a dot product to the other.

```lean
private lemma outer_mulVec (c : ℝ) (u v w : Fin d → ℝ) :
    (c • vecMulVec u v) *ᵥ w = (c * (v ⬝ᵥ w)) • u := by
  ext i
  simp only [Matrix.mulVec, dotProduct, Matrix.smul_apply, Matrix.vecMulVec_apply,
    Pi.smul_apply, smul_eq_mul, Finset.mul_sum, Finset.sum_mul]
  exact Finset.sum_congr rfl (fun j _ => by ring)
```

An outer product acts on a vector by (c u vᵀ) w = c (v·w) u. The proof compares components.

```lean
/-- If `y ⬝ᵥ s ≠ 0`, the updated inverse Hessian maps the newest gradient change `y` to the newest
displacement `s`. -/
theorem inverseBFGS_secant (H : Matrix (Fin d) (Fin d) ℝ) {s y : Fin d → ℝ}
    (h : y ⬝ᵥ s ≠ 0) : inverseBFGS H s y *ᵥ y = s := by
  have h1 : (y ⬝ᵥ s)⁻¹ * (s ⬝ᵥ y) = 1 := by
    rw [dotProduct_comm s y]
    exact inv_mul_cancel₀ h
  simp only [inverseBFGS, Matrix.add_mulVec, ← Matrix.mulVec_mulVec, Matrix.sub_mulVec,
    Matrix.one_mulVec, outer_mulVec, h1, one_smul, sub_self, Matrix.mulVec_zero, zero_add]
```

If y·s ≠ 0, the updated matrix satisfies the newest secant equation, H′ y = s. By hand, the right-hand factor annihilates y:

(1 − ρ y sᵀ) y = y − ρ (s·y) y = 0.

The last term of the update then gives ρ s (s·y) = s. In Lean, `h1` is the identity ρ (s·y) = 1, and `simp only` carries out the two evaluations.

```lean
/-- An older secant pair `(w, v)` survives the update if `v` is orthogonal to the new
displacement and `w` to the new gradient change. -/
theorem inverseBFGS_heredity {H : Matrix (Fin d) (Fin d) ℝ} {s y v w : Fin d → ℝ}
    (hv : H *ᵥ v = w) (hs : s ⬝ᵥ v = 0) (hy : y ⬝ᵥ w = 0) :
    inverseBFGS H s y *ᵥ v = w := by
  simp only [inverseBFGS, Matrix.add_mulVec, ← Matrix.mulVec_mulVec, Matrix.sub_mulVec,
    Matrix.one_mulVec, outer_mulVec, hs, mul_zero, zero_smul, sub_zero, hv, hy, add_zero]
```

Suppose that H v = w, s·v = 0 and y·w = 0. The two bracketed factors then leave their vectors alone, and the last term of the update vanishes:

(1 − ρ y sᵀ) v = v,
H v = w,
(1 − ρ s yᵀ) w = w,
ρ s (s·v) = 0.

Hence H′ v = w, and the older secant pair survives.

```lean
private lemma inverseBFGS_symm {H : Matrix (Fin d) (Fin d) ℝ} (hH : Hᵀ = H)
    (s y : Fin d → ℝ) : (inverseBFGS H s y)ᵀ = inverseBFGS H s y := by
  have ht : ∀ u v : Fin d → ℝ, (vecMulVec u v)ᵀ = vecMulVec v u := by
    intro u v
    ext i j
    simp [Matrix.vecMulVec_apply, mul_comm]
  simp only [inverseBFGS, Matrix.transpose_add, Matrix.transpose_mul, Matrix.transpose_sub,
    Matrix.transpose_smul, Matrix.transpose_one, ht, hH, Matrix.mul_assoc]
```

The update preserves symmetry. Transposition reverses the order of the product and exchanges s yᵀ with y sᵀ, which returns the same expression.

## Four properties carried through the run

```lean
variable {A : Matrix (Fin d) (Fin d) ℝ} {b : Fin d → ℝ} {x : ℕ → Fin d → ℝ}
  {H : ℕ → Matrix (Fin d) (Fin d) ℝ} {α : ℕ → ℝ} {m : ℕ}

private lemma invariants (hA : Aᵀ = A) (hpos : ∀ v, v ≠ 0 → 0 < v ⬝ᵥ A *ᵥ v)
    (run : IsBFGSRun A b x H α m) (k : ℕ) : k ≤ m →
    (H k)ᵀ = H k ∧ (∀ j < k, H k *ᵥ gradChange A b x j = disp x j) ∧
    (∀ j < k, grad A b (x k) ⬝ᵥ disp x j = 0) ∧
    (∀ j < k, ∀ i < j, disp x i ⬝ᵥ A *ᵥ disp x j = 0) := by
  induction k with
  | zero => exact fun _ => ⟨run.symm_zero, by simp, by simp, by simp⟩
  | succ k ih =>
    intro hk1
    have hk : k < m := hk1
    obtain ⟨hsym, hsec, horth, hconj⟩ := ih hk.le
    -- old secant equations turn gradient orthogonality into conjugacy
    have hnew : ∀ j < k, disp x j ⬝ᵥ A *ᵥ disp x k = 0 := by
      intro j hj
      rw [dot_symm hA, ← gradChange_eq A b x j, run.move k hk, smul_dotProduct,
        dotProduct_comm, dot_symm hsym, hsec j hj, horth j hj, smul_zero]
    have hyk : ∀ j < k, gradChange A b x k ⬝ᵥ disp x j = 0 := by
      intro j hj
      rw [gradChange_eq, dotProduct_comm]
      exact hnew j hj
    refine ⟨?_, ?_, ?_, ?_⟩
    · rw [run.update k hk]
      exact inverseBFGS_symm hsym _ _
    · intro j hj
      rw [run.update k hk]
      rcases Nat.lt_succ_iff_lt_or_eq.mp hj with h | rfl
      · refine inverseBFGS_heredity (hsec j h) ?_ (hyk j h)
        rw [gradChange_eq, dot_symm hA]
        exact hnew j h
      · apply inverseBFGS_secant
        rw [gradChange_eq, dotProduct_comm]
        exact (hpos _ (run.nonzero j hk)).ne'
    · intro j hj
      rcases Nat.lt_succ_iff_lt_or_eq.mp hj with h | rfl
      · have h1 := hyk j h
        rw [gradChange, sub_dotProduct, horth j h, sub_zero] at h1
        exact h1
      · exact run.lineSearch j hk
    · intro j hj i hi
      rcases Nat.lt_succ_iff_lt_or_eq.mp hj with h | rfl
      · exact hconj j h i hi
      · exact hnew i hi
```

The hypothesis `hA` says that A is symmetric, and `hpos` that v·A v > 0 for every nonzero v. For each k ≤ m the lemma states four things together:

1. H_k is symmetric.
2. H_k y_j = s_j for j < k.
3. g_k·s_j = 0 for j < k.
4. s_i·A s_j = 0 for i < j < k.

The proof is by induction on k. At k = 0 only the symmetry of H_0 has content. For the step from k to k + 1, take j < k. Then

s_j·A s_k = s_k·A s_j = s_k·y_j
= −α_k (H_k g_k)·y_j
= −α_k g_k·(H_k y_j)
= −α_k g_k·s_j = 0.

This is `hnew`: the old secant equations turn orthogonality of the gradient into conjugacy of the new step. The same fact written with y_k = A s_k is `hyk`, y_k·s_j = 0.

The four goals opened by `refine` follow in order. Symmetry is preserved by the update. For j < k, the secant equation is inherited, because s_k·y_j = 0 and y_k·s_j = 0; for j = k it is the newest one, and the denominator is safe because y_k·s_k = s_k·A s_k > 0. For the gradient and j < k,

g_{k+1}·s_j = g_k·s_j + y_k·s_j = 0,

while j = k is the line search condition. Conjugacy combines the old relations with `hnew`. The `rcases` lines make the split between j < k and j = k.

```lean
/-- BFGS steps with exact line searches on a positive definite quadratic energy are
mutually conjugate, and each inverse Hessian satisfies all earlier secant equations. -/
theorem bfgs_conjugate_and_hereditary (hA : Aᵀ = A)
    (hpos : ∀ v, v ≠ 0 → 0 < v ⬝ᵥ A *ᵥ v) (run : IsBFGSRun A b x H α m) :
    (∀ k < m, ∀ j < k, disp x j ⬝ᵥ A *ᵥ disp x k = 0) ∧
    (∀ k ≤ m, ∀ j < k, H k *ᵥ gradChange A b x j = disp x j) :=
  ⟨fun k hk => (invariants hA hpos run m le_rfl).2.2.2 k hk,
    fun k hk => (invariants hA hpos run k hk).2.1⟩
```

This is the main theorem. For a run of m steps,

s_j·A s_k = 0 for j < k < m,
H_k y_j = s_j for j < k ≤ m.

Both parts are read off from the four properties above. For m = 1 the first is empty and the second says H_1 y_0 = s_0.

## Termination after d nonzero steps

```lean
/-- For a positive definite `A`, a vector orthogonal to `d` nonzero directions in `d` dimensions
that are mutually conjugate with respect to `A` is zero. -/
theorem eq_zero_of_orthogonal_conjugate (hpos : ∀ v, v ≠ 0 → 0 < v ⬝ᵥ A *ᵥ v)
    (s : Fin d → Fin d → ℝ) (hne : ∀ i, s i ≠ 0)
    (hc : ∀ i j, i ≠ j → s i ⬝ᵥ A *ᵥ s j = 0)
    (w : Fin d → ℝ) (hw : ∀ i, s i ⬝ᵥ w = 0) : w = 0 := by
  let S : Matrix (Fin d) (Fin d) ℝ := Matrix.of s
  have he : ∀ i j, (S * (A * Sᵀ)) i j = s i ⬝ᵥ A *ᵥ s j := fun i j => rfl
  -- in the conjugate directions the Hessian is diagonal
  have hD : S * (A * Sᵀ) = Matrix.diagonal (fun i => s i ⬝ᵥ A *ᵥ s i) := by
    ext i j
    rw [he]
    by_cases h : i = j
    · subst h
      rw [Matrix.diagonal_apply_eq]
    · rw [Matrix.diagonal_apply_ne _ h, hc i j h]
  have hdet : S.det ≠ 0 := by
    intro h0
    have h1 := congrArg Matrix.det hD
    rw [Matrix.det_mul, h0, zero_mul, Matrix.det_diagonal] at h1
    exact (Finset.prod_ne_zero_iff.mpr fun i _ => (hpos _ (hne i)).ne') h1.symm
  exact Matrix.eq_zero_of_mulVec_eq_zero hdet (funext hw)
```

Let s_0, …, s_{d−1} be nonzero and mutually conjugate, and let w be orthogonal to all of them. Put the directions into the rows of a matrix S. Conjugacy makes the Hessian diagonal in these directions:

S A Sᵀ = diag(s_0·A s_0, …, s_{d−1}·A s_{d−1}).

Taking determinants,

det S · det(A Sᵀ) = ∏_i s_i·A s_i ≠ 0,

so det S ≠ 0. Orthogonality says S w = 0, and therefore w = 0. In the code, `hD` is the diagonal form and `hdet` the nonzero determinant.

```lean
/-- After `d` nonzero BFGS steps with exact line searches on a positive definite quadratic energy in
`d` dimensions, the iterate solves `A x = b` and the approximate inverse Hessian is the exact
inverse of `A`. -/
theorem bfgs_finite_termination (hA : Aᵀ = A)
    (hpos : ∀ v, v ≠ 0 → 0 < v ⬝ᵥ A *ᵥ v) (run : IsBFGSRun A b x H α d) :
    A *ᵥ x d = b ∧ H d * A = 1 := by
  obtain ⟨-, hsec, horth, hconj⟩ := invariants hA hpos run d le_rfl
  have key := eq_zero_of_orthogonal_conjugate hpos (fun i : Fin d => disp x i)
    (fun i => run.nonzero i i.isLt) (by
      intro i j hij
      rcases lt_or_gt_of_ne hij with h | h
      · exact hconj j j.isLt i h
      · rw [dot_symm hA]
        exact hconj i i.isLt j h)
  constructor
  · refine sub_eq_zero.mp (key (grad A b (x d)) fun i => ?_)
    rw [dotProduct_comm]
    exact horth i i.isLt
  · -- every row of `H A - 1` is orthogonal to all displacements
    have hrow : ∀ i, (H d * A - 1) i = 0 := by
      intro i
      refine key _ fun j => ?_
      have hz : (H d * A - 1) *ᵥ disp x j = 0 := by
        rw [Matrix.sub_mulVec, Matrix.one_mulVec, ← Matrix.mulVec_mulVec,
          ← gradChange_eq A b x j, hsec j j.isLt, sub_self]
      rw [dotProduct_comm]
      exact congrFun hz i
    exact sub_eq_zero.mp (by ext i j; exact congrFun (hrow i) j)
```

With m = d, the run has d nonzero steps in d dimensions, and the theorem gives A x_d = b and H_d A = 1.

For the first equation, g_d is orthogonal to every s_j with j < d, so the preceding theorem gives g_d = 0. For the second,

(H_d A − 1) s_j = H_d y_j − s_j = 0 for all j < d.

Every row of H_d A − 1 is thus orthogonal to all the displacements and vanishes; this is `hrow`.

A run that reaches the minimum in fewer than d steps does not meet the hypothesis, and its last H_k need not be A⁻¹. That the steps are nonzero is assumed, not proved: when H_0 is not positive definite a step can vanish away from the minimum, as it does for H_0 = 0. For geometry optimisation, the result describes BFGS relaxation in a strictly harmonic well, in coordinates where the Hessian is positive definite (zero modes such as overall translations removed), with exact line searches and exact arithmetic; it gives no convergence statement for an anharmonic energy surface.

## A two-step run in the plane

```lean
/-- An anisotropic Hessian in two dimensions. -/
def demoA : Matrix (Fin 2) (Fin 2) ℝ := !![2, 0; 0, 1]
```

The Hessian is A = diag(2, 1), and the run below uses b = 0, so the minimum is at the origin.

```lean
/-- Iterates starting from the point `(1, 2)`. -/
def demoX : ℕ → Fin 2 → ℝ
  | 0 => ![1, 2]
  | 1 => ![-1/3, 2/3]
  | _ => ![0, 0]
```

The iterates are x_0 = (1, 2), x_1 = (−1/3, 2/3) and x_2 = (0, 0). The underscore covers all later indices as well.

```lean
/-- Inverse Hessians starting from the identity. -/
def demoH : ℕ → Matrix (Fin 2) (Fin 2) ℝ
  | 0 => !![1, 0; 0, 1]
  | 1 => !![5/9, -1/9; -1/9, 11/9]
  | _ => !![1/2, 0; 0, 1]
```

H_0 is the identity, H_1 has rows (5/9, −1/9) and (−1/9, 11/9), and H_2 = diag(1/2, 1), which is A⁻¹.

```lean
/-- Step lengths `2/3` and then `3/4`. -/
def demoStep : ℕ → ℝ
  | 0 => 2/3
  | _ => 3/4
```

The step lengths are α_0 = 2/3 and α_1 = 3/4.

```lean
/-- The explicit two-dimensional data form a two-step BFGS run with a symmetric positive
definite Hessian. -/
theorem bfgs_run_witness : demoAᵀ = demoA ∧ (∀ v, v ≠ 0 → 0 < v ⬝ᵥ demoA *ᵥ v) ∧
    IsBFGSRun demoA 0 demoX demoH demoStep 2 := by
  have s0 : disp demoX 0 = ![-4/3, -4/3] := by
    ext i; fin_cases i <;> simp [disp, demoX] <;> norm_num
  have s1 : disp demoX 1 = ![1/3, -2/3] := by
    ext i; fin_cases i <;> simp [disp, demoX] <;> norm_num
  have g0 : grad demoA 0 (demoX 0) = ![2, 2] := by
    ext i; fin_cases i <;> simp [grad, demoA, demoX]
  have g1 : grad demoA 0 (demoX 1) = ![-2/3, 2/3] := by
    ext i; fin_cases i <;> simp [grad, demoA, demoX]
    norm_num
  have g2 : grad demoA 0 (demoX 2) = ![0, 0] := by
    ext i; fin_cases i <;> simp [grad, demoA, demoX]
  have y0 : gradChange demoA 0 demoX 0 = ![-8/3, -4/3] := by
    rw [gradChange_eq, s0]
    ext i; fin_cases i <;> simp [demoA]
    norm_num
  have y1 : gradChange demoA 0 demoX 1 = ![2/3, -2/3] := by
    rw [gradChange_eq, s1]
    ext i; fin_cases i <;> simp [demoA]
    norm_num
  refine ⟨?_, ?_, ?_, ?_, ?_, ?_, ?_⟩
  · ext i j; fin_cases i <;> fin_cases j <;> simp [demoA]
  · intro v hv
    have e : v ⬝ᵥ demoA *ᵥ v = 2 * v 0 ^ 2 + v 1 ^ 2 := by
      simp only [demoA, dotProduct, Matrix.mulVec, Fin.sum_univ_two, Matrix.of_apply,
        Matrix.cons_val_zero, Matrix.cons_val_one]
      ring
    rw [e]
    by_contra hn
    have h0 : v 0 = 0 := (pow_eq_zero_iff two_ne_zero).mp
      (by nlinarith [sq_nonneg (v 0), sq_nonneg (v 1)])
    have h1 : v 1 = 0 := (pow_eq_zero_iff two_ne_zero).mp
      (by nlinarith [sq_nonneg (v 0), sq_nonneg (v 1)])
    exact hv (by ext i; fin_cases i <;> simp [h0, h1])
  · ext i j; fin_cases i <;> fin_cases j <;> simp [demoH]
  · intro k hk
    interval_cases k
    · rw [s0, g0]
      ext i; fin_cases i <;> simp [demoH, demoStep] <;> norm_num
    · rw [s1, g1]
      ext i; fin_cases i <;> simp [demoH, demoStep] <;> norm_num
  · intro k hk h
    have h0 := congrFun h 0
    interval_cases k
    · rw [s0] at h0
      norm_num at h0
    · rw [s1] at h0
      norm_num at h0
  · intro k hk
    interval_cases k
    · change grad demoA 0 (demoX 1) ⬝ᵥ disp demoX 0 = 0
      rw [g1, s0]
      norm_num [dotProduct, Fin.sum_univ_two]
    · change grad demoA 0 (demoX 2) ⬝ᵥ disp demoX 1 = 0
      rw [g2, s1]
      norm_num [dotProduct, Fin.sum_univ_two]
  · intro k hk
    interval_cases k
    · rw [s0, y0]
      ext i j; fin_cases i <;> fin_cases j <;>
        norm_num [demoH, inverseBFGS, Matrix.mul_apply, Matrix.vecMulVec_apply,
          dotProduct, Fin.sum_univ_two, Matrix.one_apply]
    · rw [s1, y1]
      ext i j; fin_cases i <;> fin_cases j <;>
        norm_num [demoH, inverseBFGS, Matrix.mul_apply, Matrix.vecMulVec_apply,
          dotProduct, Fin.sum_univ_two, Matrix.one_apply]

end

end BFGSQuadraticExactness
```

The theorem confirms that A is symmetric and positive definite and that these data satisfy every condition of `IsBFGSRun` with m = 2. The first step is

g_0 = (2, 2),  s_0 = −(2/3) g_0 = (−4/3, −4/3),
g_1 = (−2/3, 2/3),  g_1·s_0 = 0.

The second is

H_1 g_1 = (−4/9, 8/9),  s_1 = −(3/4) H_1 g_1 = (1/3, −2/3),  g_2 = 0.

The conjugacy is visible in the numbers: A s_1 = (2/3, −2/3), so s_0·A s_1 = −8/9 + 8/9 = 0. In the proof, positivity comes from v·A v = 2v_0² + v_1², `interval_cases k` treats the two steps separately, and `norm_num` does the arithmetic.

```lean
#print axioms BFGSQuadraticExactness.bfgs_conjugate_and_hereditary
-- 'BFGSQuadraticExactness.bfgs_conjugate_and_hereditary' depends on axioms: [propext, Classical.choice, Quot.sound]
#print axioms BFGSQuadraticExactness.bfgs_finite_termination
-- 'BFGSQuadraticExactness.bfgs_finite_termination' depends on axioms: [propext, Classical.choice, Quot.sound]
```
